# The proper piezoelectric tensor from strain derivatives of the Berry phases

To obtain a piezoelectric coefficient by finite differences, one can compute the three Berry phases of an insulating crystal, with the ionic contribution included, at a few small values of one strain, follow each phase continuously, and take its slope at zero strain. The slopes, converted to charges by the factor $e/2\pi$ with $e$ the elementary charge, multiplied by the undeformed lattice vectors, summed and divided by the cell volume, give the components of the proper piezoelectric tensor for that strain. The branch on which each phase was started does not matter.

This is proved below for a homogeneous strain of a three-dimensional cell. The phases are given functions of strain, differentiable at zero strain; their calculation from an electronic structure is not modelled.

```lean
import Mathlib

open Matrix

namespace ProperPiezoelectricTensor

noncomputable section
```

The first line loads the mathematical library Mathlib. Opening `Matrix` makes its notation available, such as `*ᵥ` for a matrix acting on a column vector.

```lean
/-- The Kronecker delta in three dimensions, which is also the metric of undeformed space. -/
def delta (p q : Fin 3) : ℝ := if p = q then 1 else 0
```

This is $\delta_{pq}$. The type `Fin 3` has three elements, numbered 0, 1, 2, which serve as Cartesian indices and also label the lattice vectors.

```lean
/-- The homogeneous deformation `1 + t E_jk`. -/
def strain (j k : Fin 3) (t : ℝ) : Matrix (Fin 3) (Fin 3) ℝ :=
  1 + t • Matrix.single j k (1 : ℝ)
```

The deformation is $F(t)=1+tE_{jk}$, where $E_{jk}$ has a single entry 1 in row $j$, column $k$. It is a stretch for $j=k$ and a shear otherwise.

```lean
/-- The volume of the cell spanned by the lattice vectors, the rows of `R`. -/
def cellVolume (R : Matrix (Fin 3) (Fin 3) ℝ) : ℝ := |R.det|
```

The lattice vectors $R_a$ are the rows of a real matrix $R$, so `R a i` is the component $(R_a)_i$. The volume is $V=|\det R|$. The theorems about the tensor assume $\det R\neq 0$, which says that the cell is not flat.

```lean
/-- Component `i` of the polarisation of the deformed crystal: phases times deformed lattice
vectors, divided by the deformed cell volume (for deformations of positive determinant). Charge
factors are absorbed in the phases. -/
def polarization (R : Matrix (Fin 3) (Fin 3) ℝ) (φ : Fin 3 → ℝ → ℝ)
    (j k : Fin 3) (t : ℝ) (i : Fin 3) : ℝ :=
  (∑ a, φ a t * (strain j k t *ᵥ R a) i) / (cellVolume R * (strain j k t).det)
```

In ordinary notation,

$$P_i(t)=\frac{\sum_a \varphi_a(t)\,(F(t)R_a)_i}{V\det F(t)} .$$

The factor $e/2\pi$ that turns a phase into a charge is absorbed in $\varphi_a$. The functions $\varphi_a$ belong to one chosen strain path, so a different pair $j,k$ generally comes with different functions.

```lean
/-- The proper piezoelectric tensor `P_i'(0) + δ_jk P_i(0) - δ_ij P_k(0)`. -/
def properPiezo (R : Matrix (Fin 3) (Fin 3) ℝ) (φ : Fin 3 → ℝ → ℝ) (i j k : Fin 3) : ℝ :=
  deriv (fun t => polarization R φ j k t i) 0
    + delta j k * polarization R φ j k 0 i - delta i j * polarization R φ j k 0 k
```

Writing $e_{ijk}$ for the proper tensor, the definition is

$$e_{ijk}=P_i'(0)+\delta_{jk}P_i(0)-\delta_{ij}P_k(0).$$

The two added terms compensate for the change of volume and for the polarisation already present being carried along by the deformation.

```lean
/-- The deformation adds `t` times component `k` of a vector to its component `j`. -/
theorem strain_mulVec (j k : Fin 3) (t : ℝ) (v : Fin 3 → ℝ) (i : Fin 3) :
    (strain j k t *ᵥ v) i = v i + t * (delta i j * v k) := by
  fin_cases i <;> fin_cases j <;> fin_cases k <;>
    simp [strain, delta, Matrix.mulVec, dotProduct, Fin.sum_univ_three,
      Matrix.single_apply, Matrix.one_apply] <;> ring
```

Since $(E_{jk}v)_i=\delta_{ij}v_k$, we have $(F(t)v)_i=v_i+t\,\delta_{ij}v_k$. Lean checks all 27 choices of $i,j,k$: `fin_cases` lists them, and `simp` and `ring` do the arithmetic.

```lean
/-- The determinant of the deformation `1 + t E_jk` is `1 + t δ_jk`. -/
theorem strain_det (j k : Fin 3) (t : ℝ) :
    (strain j k t).det = 1 + t * delta j k := by
  fin_cases j <;> fin_cases k <;>
    simp [strain, delta, Matrix.det_fin_three]
```

For $j\neq k$ the matrix is triangular with ones on the diagonal, so its determinant is 1. For $j=k$ one diagonal entry is $1+t$. Both cases read $\det F(t)=1+t\,\delta_{jk}$.

```lean
/-- The ordinary strain derivative of the polarisation is the phase response plus
`δ_ij P_k(0) - δ_jk P_i(0)`. -/
theorem hasDerivAt_polarization (R : Matrix (Fin 3) (Fin 3) ℝ) (hR : R.det ≠ 0)
    (φ : Fin 3 → ℝ → ℝ) (φ' : Fin 3 → ℝ) (h : ∀ a, HasDerivAt (φ a) (φ' a) 0)
    (i j k : Fin 3) :
    HasDerivAt (fun t => polarization R φ j k t i)
      ((∑ a, φ' a * R a i) / cellVolume R
        + delta i j * polarization R φ j k 0 k - delta j k * polarization R φ j k 0 i) 0 := by
  have hV : cellVolume R ≠ 0 := abs_ne_zero.2 hR
  -- numerator and denominator are differentiated separately
  have hN : HasDerivAt (fun t : ℝ => ∑ a, φ a t * (R a i + t * (delta i j * R a k)))
      (∑ a, (φ' a * R a i + φ a 0 * (delta i j * R a k))) 0 := by
    apply HasDerivAt.fun_sum
    intro a _
    exact ((h a).fun_mul (((hasDerivAt_id' (0 : ℝ)).mul_const
      (delta i j * R a k)).const_add (R a i))).congr_deriv (by ring)
  have hD : HasDerivAt (fun t : ℝ => cellVolume R * (1 + t * delta j k))
      (cellVolume R * delta j k) 0 :=
    ((((hasDerivAt_id' (0 : ℝ)).mul_const (delta j k)).const_add 1).const_mul
      (cellVolume R)).congr_deriv (by ring)
  have hne : cellVolume R * (1 + 0 * delta j k) ≠ 0 := by simpa using hV
  simp only [polarization, strain_mulVec, strain_det]
  refine (hN.fun_div hD hne).congr_deriv ?_
  simp only [Fin.sum_univ_three, zero_mul, add_zero, mul_one]
  field_simp
  ring
```

`HasDerivAt f f' 0` says that $f$ is differentiable at 0 with derivative $f'$. The hypothesis `h` says this of each phase, with slope $\varphi_a'(0)$.

By hand, write $P_i=N_i/D$ with

$$N_i(t)=\sum_a\varphi_a(t)\big[(R_a)_i+t\,\delta_{ij}(R_a)_k\big],\qquad D(t)=V(1+t\,\delta_{jk}).$$

The product rule gives

$$N_i'(0)=\sum_a\varphi_a'(0)(R_a)_i+\delta_{ij}\sum_a\varphi_a(0)(R_a)_k,$$

and $D(0)=V$, $D'(0)=V\delta_{jk}$. Since $P_k(0)=\sum_a\varphi_a(0)(R_a)_k/V$, the quotient rule yields

$$P_i'(0)=\frac{N_i'(0)}{V}-\frac{N_i(0)\,\delta_{jk}}{V}=\frac1V\sum_a\varphi_a'(0)(R_a)_i+\delta_{ij}P_k(0)-\delta_{jk}P_i(0).$$

In the proof, `hN` and `hD` are the two derivatives and `hne` says $D(0)\neq0$. The quotient rule is `fun_div`; `field_simp` and `ring` then bring its result to the stated form.

```lean
/-- Cell volume times the proper piezoelectric tensor is the sum of the strain derivatives of
the phases times the undeformed lattice vectors. -/
theorem properPiezo_eq_phase_response (R : Matrix (Fin 3) (Fin 3) ℝ) (hR : R.det ≠ 0)
    (φ : Fin 3 → ℝ → ℝ) (φ' : Fin 3 → ℝ) (h : ∀ a, HasDerivAt (φ a) (φ' a) 0)
    (i j k : Fin 3) :
    cellVolume R * properPiezo R φ i j k = ∑ a, φ' a * R a i := by
  have hV : cellVolume R ≠ 0 := abs_ne_zero.2 hR
  have e : properPiezo R φ i j k = (∑ a, φ' a * R a i) / cellVolume R := by
    rw [properPiezo, (hasDerivAt_polarization R hR φ φ' h i j k).deriv]
    ring
  rw [e, mul_div_cancel₀ _ hV]
```

Inserting this derivative into the definition of $e_{ijk}$ cancels both terms that contain $P(0)$:

$$V e_{ijk}=\sum_a\varphi_a'(0)(R_a)_i .$$

Dividing by $V$ gives the formula used in the finite-difference calculation. In Lean, `e` is the divided form, and the last line multiplies it by $V$.

The same argument by hand covers a general strain direction. For $F(t)=1+tA$ with any real $3\times3$ matrix $A$, the determinant has slope $\operatorname{tr}A$ at $t=0$, and

$$P'(0)+(\operatorname{tr}A)\,P(0)-A\,P(0)=\frac1V\sum_a\varphi_a'(0)R_a .$$

The theorem above is the case $A=E_{jk}$.

```lean
/-- Adding a constant to each phase leaves the proper piezoelectric tensor unchanged. -/
theorem properPiezo_add_const (R : Matrix (Fin 3) (Fin 3) ℝ) (hR : R.det ≠ 0)
    (φ : Fin 3 → ℝ → ℝ) (h : ∀ a, DifferentiableAt ℝ (φ a) 0) (c : Fin 3 → ℝ)
    (i j k : Fin 3) :
    properPiezo R (fun a t => φ a t + c a) i j k = properPiezo R φ i j k := by
  have hV : cellVolume R ≠ 0 := abs_ne_zero.2 hR
  apply mul_left_cancel₀ hV
  rw [properPiezo_eq_phase_response R hR φ _ (fun a => (h a).hasDerivAt),
    properPiezo_eq_phase_response R hR (fun a t => φ a t + c a) _
      (fun a => (h a).hasDerivAt.add_const (c a))]
```

Replacing $\varphi_a(t)$ by $\varphi_a(t)+c_a$ shifts $P(0)$ by $\sum_a c_aR_a/V$ but leaves every slope unchanged, and the slopes alone determine $e_{ijk}$. The constants may be any real numbers. A change of branch is the physical case: it adds the same multiple of $2\pi$ to a Berry phase at every strain, and hence a constant multiple of $e$ to $\varphi_a$, which contains the factor $e/2\pi$. The proof applies the phase formula to both sets of phases and cancels $V$.

```lean
/-- For a given strain `E_jk`, all components of the proper response vanish if and only if
every phase is stationary. -/
theorem properPiezo_eq_zero_iff (R : Matrix (Fin 3) (Fin 3) ℝ) (hR : R.det ≠ 0)
    (φ : Fin 3 → ℝ → ℝ) (φ' : Fin 3 → ℝ) (h : ∀ a, HasDerivAt (φ a) (φ' a) 0)
    (j k : Fin 3) :
    (∀ i, properPiezo R φ i j k = 0) ↔ ∀ a, φ' a = 0 := by
  have key := fun i => properPiezo_eq_phase_response R hR φ φ' h i j k
  constructor
  · intro hz
    -- the lattice vectors are linearly independent
    have hv : φ' ᵥ* R = 0 := by
      funext i
      have hi := key i
      rw [hz i, mul_zero] at hi
      exact hi.symm
    exact fun a => congrFun (Matrix.eq_zero_of_vecMul_eq_zero hR hv) a
  · intro hz i
    have hi := key i
    simp only [hz, zero_mul, Finset.sum_const_zero] at hi
    exact (mul_eq_zero.1 hi).resolve_left (abs_ne_zero.2 hR)
```

Fix the strain $E_{jk}$. If $e_{ijk}=0$ for all three $i$, the phase formula says $\sum_a\varphi_a'(0)R_a=0$. The lattice vectors are linearly independent because $\det R\neq0$, so every slope vanishes. Conversely, zero slopes make the sum zero, and $V\neq0$ then gives $e_{ijk}=0$. In Lean, `φ' ᵥ* R` is the row vector $\sum_a\varphi_a'(0)R_a$.

```lean
/-- The metric `Fᵀ F` of the deformation `F = 1 + t E_jk`. -/
def metric (j k : Fin 3) (t : ℝ) : Fin 3 → Fin 3 → ℝ :=
  fun p q => ((strain j k t)ᵀ * strain j k t) p q
```

The metric $F^{\mathsf T}F$ determines all lengths and angles in the deformed lattice, since $(Fu)\cdot(Fv)=u\cdot F^{\mathsf T}F\,v$. A further rigid rotation leaves it unchanged.

```lean
/-- To first order in the strain `E_jk` the metric changes by `E_jk + E_kj`. -/
theorem hasDerivAt_metric (j k : Fin 3) :
    HasDerivAt (metric j k) (fun p q =>
      Matrix.single j k (1 : ℝ) p q + Matrix.single k j (1 : ℝ) p q) 0 := by
  have hT : (Matrix.single j k (1 : ℝ))ᵀ = Matrix.single k j (1 : ℝ) := by
    ext p q
    simp [Matrix.single_apply, and_comm]
  have hM : ∀ t : ℝ, (strain j k t)ᵀ * strain j k t
      = 1 + t • (Matrix.single j k (1 : ℝ) + Matrix.single k j (1 : ℝ))
        + t ^ 2 • (Matrix.single k j (1 : ℝ) * Matrix.single j k (1 : ℝ)) := by
    intro t
    simp only [strain, Matrix.transpose_add, Matrix.transpose_smul, Matrix.transpose_one, hT,
      Matrix.add_mul, Matrix.mul_add, Matrix.one_mul, Matrix.mul_one, Matrix.smul_mul,
      Matrix.mul_smul]
    module
  refine hasDerivAt_pi.2 fun p => hasDerivAt_pi.2 fun q => ?_
  simp only [metric, hM, Matrix.add_apply, Matrix.smul_apply, smul_eq_mul]
  exact ((((hasDerivAt_id' (0 : ℝ)).mul_const _).const_add _).fun_add
    ((hasDerivAt_pow 2 (0 : ℝ)).mul_const _)).congr_deriv (by simp)
```

Multiplying out,

$$F^{\mathsf T}F=1+t\,(E_{jk}+E_{kj})+t^2E_{kj}E_{jk},$$

which is `hM` in the proof. The quadratic term has zero slope at $t=0$, so the derivative is $E_{jk}+E_{kj}$. Lean takes it entry by entry, through `hasDerivAt_pi`.

```lean
/-- If the phases depend on the deformation only through its metric, the proper piezoelectric
tensor is symmetric in the two strain indices. -/
theorem properPiezo_symm (R : Matrix (Fin 3) (Fin 3) ℝ) (hR : R.det ≠ 0)
    (f : Fin 3 → (Fin 3 → Fin 3 → ℝ) → ℝ) (hf : ∀ a, DifferentiableAt ℝ (f a) delta)
    (i j k : Fin 3) :
    properPiezo R (fun a t => f a (metric j k t)) i j k
      = properPiezo R (fun a t => f a (metric k j t)) i k j := by
  -- chain rule through the metric
  have key : ∀ j k a, HasDerivAt (fun t => f a (metric j k t))
      (fderiv ℝ (f a) delta (fun p q =>
        Matrix.single j k (1 : ℝ) p q + Matrix.single k j (1 : ℝ) p q)) 0 := by
    intro j k a
    have h0 : metric j k 0 = delta := by
      funext p q
      simp [metric, strain, delta, Matrix.one_apply]
    have hL : HasFDerivAt (f a) (fderiv ℝ (f a) delta) (metric j k 0) := by
      rw [h0]
      exact (hf a).hasFDerivAt
    exact hL.comp_hasDerivAt 0 (hasDerivAt_metric j k)
  have hV : cellVolume R ≠ 0 := abs_ne_zero.2 hR
  apply mul_left_cancel₀ hV
  rw [properPiezo_eq_phase_response R hR _ _ (key j k),
    properPiezo_eq_phase_response R hR _ _ (key k j)]
  refine Finset.sum_congr rfl fun a _ => ?_
  congr 2
  funext p q
  exact add_comm _ _

end

end ProperPiezoelectricTensor
```

Here each phase is assumed to have the form $\varphi_a=f_a(F^{\mathsf T}F)$, which expresses that a rigid rotation of the crystal does not change its phases. The function $f_a$ is defined on all $3\times3$ arrays and is differentiable at the undeformed metric `delta`. The chain rule, `key` in the proof, gives

$$\varphi_a'(0)=Df_a(\delta)\,[E_{jk}+E_{kj}],$$

where $Df_a(\delta)$ is the derivative of $f_a$ at that metric. The right-hand side is the same after exchanging $j$ and $k$, so the phase formula gives $e_{ijk}=e_{ikj}$. Under this assumption the two strain indices can be merged into one index with six values, and at most 18 of the 27 components are independent.

```lean
#print axioms ProperPiezoelectricTensor.properPiezo_eq_phase_response
#print axioms ProperPiezoelectricTensor.properPiezo_add_const
#print axioms ProperPiezoelectricTensor.properPiezo_eq_zero_iff
#print axioms ProperPiezoelectricTensor.properPiezo_symm
```

```
'ProperPiezoelectricTensor.properPiezo_eq_phase_response' depends on axioms: [propext, Classical.choice, Quot.sound]
'ProperPiezoelectricTensor.properPiezo_add_const' depends on axioms: [propext, Classical.choice, Quot.sound]
'ProperPiezoelectricTensor.properPiezo_eq_zero_iff' depends on axioms: [propext, Classical.choice, Quot.sound]
'ProperPiezoelectricTensor.properPiezo_symm' depends on axioms: [propext, Classical.choice, Quot.sound]
```
